# For a radial Coulomb orbit, dE/dν equals π divided by the transit time

In atomic units, the outer electron is taken to move in the potential −Z/r all the way from the nucleus to its turning point, with no core and no centrifugal term, and its transit time is defined as an integral over that path, not by a closed formula. With this choice, the relation between the time and the derivative of the energy is something to be proved. The effective quantum number ν is any positive real number, so the energy can be differentiated with respect to it.

## An s electron in the Coulomb tail

Atomic units are used throughout, so ħ = 1, the electron has mass 1 and its velocity equals its momentum. Let Z > 0 be the charge that the outer electron sees from outside the core: 1 for a neutral atom, 2 for a singly charged positive ion. The level with effective quantum number ν has energy

E(ν) = −Z²/(2ν²).

Energy conservation, p²/2 − Z/r = E, gives the radial momentum

p(r) = √(2Z/r − Z²/ν²).

It vanishes at the outer turning point r = 2ν²/Z and grows without bound at the nucleus. The electron covers dr in the time dr/p, so its transit time from the nucleus to the turning point is

T = ∫ dr/p(r), for r from 0 to 2ν²/Z.

Three results follow from these definitions:

∫ p dr = πν

T = πν³/Z²

dE/dν = π/T.

The third fixes the normalization of a WKB radial function. Isotope field shifts depend on the electron density at the nucleus, and in this one-electron, nonrelativistic, semiclassical model the squared normalization constant of the radial function (A² below) falls as 1/ν³ at fixed Z.

## Both integrals from one substitution

Put s = ν²/Z, which is half the turning-point radius, and write r = s(1 + x) with −1 < x < 1. Then 2Z/r = 2Z²/(ν²(1 + x)), and

p² = (Z²/ν²) (2/(1 + x) − 1) = (Z²/ν²) (1 − x)/(1 + x).

Multiplying numerator and denominator by 1 − x and taking the positive root gives

p = (Z/ν) (1 − x)/√(1 − x²).

For the reciprocal, use 1 − x² = (1 − x)(1 + x):

1/p = (ν/Z) √(1 − x²)/(1 − x) = (ν/Z) (1 + x)/√(1 − x²).

Both expressions have the form c(1 − σx)/√(1 − x²). For p the constants are c = Z/ν and σ = 1; for 1/p they are c = ν/Z and σ = −1. The derivative of arcsin x is 1/√(1 − x²), and that of √(1 − x²) is −x/√(1 − x²). An antiderivative of (1 − σx)/√(1 − x²) is therefore

arcsin x + σ√(1 − x²).

This function is continuous up to x = ±1, where the square root vanishes and the arcsine equals ±π/2. Its total change is π for either σ. Since dr = s dx, each integral over r equals c s π:

∫ p dr = (Z/ν)(ν²/Z) π = πν

T = (ν/Z)(ν²/Z) π = πν³/Z².

The first integrand is unbounded at the nucleus and the second at the turning point. Both are nonnegative and have antiderivatives that stay finite at the ends, so both improper integrals converge.

Differentiating the energy gives

dE/dν = Z²/ν³ = π/(πν³/Z²) = π/T.

## Amplitude and quantum defect

Let u(r) = r R(r), where R is the radial factor of the wave function, so that the norm is ∫ u² dr. Between the nucleus and the turning point, the WKB form of u is (A/√p) sin φ, where φ is a phase that varies with r. This form is not accurate close to either end, but it is used here over the whole interval. Replace sin² φ by its mean 1/2 and leave out the region beyond the turning point. The norm becomes

∫ A²/(2p) dr = A²T/2.

It equals 1 exactly when A² = 2/T, that is, when

A² = (2/π) dE/dν.

For a Rydberg series with quantum defect δ(n), put ν = n − δ(n). Then dν/dn = 1 − δ′(n), where δ′ is the derivative of δ, and the chain rule gives

dE/dn = (1 − δ′(n)) π/T, with T taken at ν = n − δ(n).

The factor 1 − δ′ is the one that appears in the Goudsmit-Fermi-Segrè formula. That formula estimates the density of an s electron at the nucleus. Its semiclassical derivation also follows the wave function through the core, where the electron sees a larger charge. The results here supply the Coulomb-tail normalization and the derivative along the series; they contain no density at the nucleus.

## The case Z = 1, ν = 2

The energy is −1/8 and the turning point lies at r = 8. Halfway out, at r = 4, the momentum is √(1/2 − 1/4) = 1/2, which agrees with Z/ν at x = 0. The action integral is 2π ≈ 6.28 and the transit time is 8π ≈ 25.1 atomic units. Hence π/T = 1/8, and direct differentiation gives Z²/ν³ = 1/8 as well.

A finite difference agrees closely: E(2.1) ≈ −0.11338 and E(1.9) ≈ −0.13850, so the slope between them is about 0.1256. The normalization constant satisfies A² = 2/(8π) = 1/(4π) ≈ 0.0796.

Suppose now that this level belongs to a series with n = 3, δ = 1 and an illustrative slope δ′ = −0.02. Then dE/dn = 1.02/8 = 0.1275.

## What the Lean statements say

The definitions `momentum`, `turningPoint`, `transitTime` and `levelEnergy` are p, 2ν²/Z, T and E, with real arguments. The energy is written out inside `momentum`, as the term Z²/ν². In `transitTime` the integral runs over the whole classically allowed interval. Lean assigns the value 0 to 1/p at the turning point and to p at the nucleus, but single points do not affect an integral.

The theorems `action_integral` and `transitTime_eq` state the two integrals for all Z > 0 and ν > 0. Under the same hypotheses, `hasDerivAt_levelEnergy` says that `levelEnergy Z` is differentiable at ν with derivative π/T.

The theorem `wkb_normalization` is an equivalence for every real A: the averaged norm is 1 if and only if A² is 2/π times the derivative of the energy. The mean value 1/2 is written into its integrand. Neither the WKB wave function nor the error made by averaging is derived from the Schrödinger equation.

In `rydberg_series_derivative`, n is real and δ is a function assumed differentiable at n, with n − δ(n) > 0. The differentiability of δ stands for the smooth variation of the quantum defect along a series, which physically reflects how the core phase shift changes with energy. Nothing about the core determines δ here.

The model leaves out the centrifugal term and the Langer term 1/(4r²) that is often subtracted from p² for s states. It also has no relativity and no finite nuclear size, and no quantization condition selects values of ν. A real core changes the momentum near the nucleus, and with it the transit time in the normalization integral. This change is left out of `wkb_normalization`, which therefore involves dE/dν for the pure tail and not dE/dn.

## The complete file

```lean
import Mathlib

open Real MeasureTheory Set

namespace FieldShiftWKB

noncomputable section

/-- Radial momentum, in atomic units, of an s electron with effective quantum number `ν`
in the Coulomb tail `-Z/r`. -/
def momentum (Z ν r : ℝ) : ℝ := √(2 * Z / r - Z ^ 2 / ν ^ 2)

/-- Outer classical turning point of the radial motion. -/
def turningPoint (Z ν : ℝ) : ℝ := 2 * ν ^ 2 / Z

/-- Classical transit time from the nucleus to the outer turning point. -/
def transitTime (Z ν : ℝ) : ℝ := ∫ r in (0 : ℝ)..turningPoint Z ν, 1 / momentum Z ν r

/-- Energy of the level with effective quantum number `ν`. -/
def levelEnergy (Z ν : ℝ) : ℝ := -Z ^ 2 / (2 * ν ^ 2)

/-- The function `arcsin x + σ √(1 - x²)` of the scaled radial coordinate `x`. -/
def orbitPhase (σ x : ℝ) : ℝ := arcsin x + σ * √(1 - x ^ 2)

/-- Derivative of the orbit phase strictly between the two ends of the radial motion. -/
theorem hasDerivAt_orbitPhase (σ : ℝ) {x : ℝ} (h1 : -1 < x) (h2 : x < 1) :
    HasDerivAt (orbitPhase σ) ((1 - σ * x) / √(1 - x ^ 2)) x := by
  have hq : 1 - x ^ 2 ≠ 0 := by nlinarith
  have hsq : HasDerivAt (fun y : ℝ => 1 - y ^ 2) (-(2 * x)) x :=
    ((hasDerivAt_pow 2 x).const_sub 1).congr_deriv (by norm_num)
  exact ((Real.hasDerivAt_arcsin h1.ne' h2.ne).fun_add
    ((hsq.sqrt hq).const_mul σ)).congr_deriv (by ring)

/-- Integral over `0 < r < 2s` of a nonnegative function which, at `r = s (1 + x)`, equals
`c (1 - σ x) / √(1 - x²)`. -/
theorem orbit_integral {f : ℝ → ℝ} {s c σ : ℝ} (hs : 0 < s) (hpos : ∀ r, 0 ≤ f r)
    (hf : ∀ x, -1 < x → x < 1 → f (s * (1 + x)) = c * ((1 - σ * x) / √(1 - x ^ 2))) :
    ∫ r in (0 : ℝ)..(2 * s), f r = c * s * π := by
  have hle : (0 : ℝ) ≤ 2 * s := by positivity
  have hphase : Continuous (orbitPhase σ) :=
    Real.continuous_arcsin.add
      (continuous_const.mul (Real.continuous_sqrt.comp (by fun_prop)))
  have hcont : Continuous (fun r : ℝ => c * s * orbitPhase σ (r / s - 1)) :=
    continuous_const.mul (hphase.comp (by fun_prop))
  have hderiv : ∀ r ∈ Ioo (0 : ℝ) (2 * s),
      HasDerivAt (fun r : ℝ => c * s * orbitPhase σ (r / s - 1)) (f r) r := by
    intro r hr
    have h1 : -1 < r / s - 1 := by linarith [div_pos hr.1 hs]
    have h2 : r / s - 1 < 1 := by linarith [(div_lt_iff₀ hs).2 hr.2]
    have hr' : s * (1 + (r / s - 1)) = r := by
      linear_combination div_mul_cancel₀ r hs.ne'
    have hfr := hf _ h1 h2
    rw [hr'] at hfr
    have hlin : HasDerivAt (fun t : ℝ => t / s - 1) (1 / s) r :=
      ((hasDerivAt_id r).div_const s).sub_const 1
    have hcs : ∀ D : ℝ, c * s * (D * (1 / s)) = c * D := by
      intro D
      field_simp
    exact (((hasDerivAt_orbitPhase σ h1 h2).comp r hlin).const_mul (c * s)).congr_deriv
      ((hcs _).trans hfr.symm)
  -- `f` is integrable: on the open interval it is the nonnegative derivative of a function
  -- that is continuous on the bounded closed interval
  have hint : IntervalIntegrable f volume 0 (2 * s) :=
    (intervalIntegrable_iff_integrableOn_Ioc_of_le hle).2
      (intervalIntegral.integrableOn_deriv_of_nonneg hcont.continuousOn hderiv
        (fun r _ => hpos r))
  have e1 : 2 * s / s - 1 = 1 := by
    rw [mul_div_assoc, div_self hs.ne']; norm_num
  have e0 : (0 : ℝ) / s - 1 = -1 := by simp
  have v1 : orbitPhase σ 1 = π / 2 := by simp [orbitPhase]
  have v0 : orbitPhase σ (-1) = -(π / 2) := by simp [orbitPhase]
  rw [intervalIntegral.integral_eq_sub_of_hasDerivAt_of_le hle hcont.continuousOn hderiv hint]
  simp only [e1, e0, v1, v0]
  ring

/-- The radial momentum in the scaled coordinate `x`, where `r = (ν²/Z)(1 + x)`. -/
theorem momentum_scaled {Z ν x : ℝ} (hZ : 0 < Z) (hν : 0 < ν) (h1 : -1 < x) (h2 : x < 1) :
    momentum Z ν (ν ^ 2 / Z * (1 + x)) = Z / ν * ((1 - x) / √(1 - x ^ 2)) := by
  have ha : 1 + x ≠ 0 := by linarith
  have hb : 0 < 1 - x := by linarith
  have hb' : 1 - x ≠ 0 := hb.ne'
  have hq : 0 < 1 - x ^ 2 := by nlinarith
  have key : 2 * Z / (ν ^ 2 / Z * (1 + x)) - Z ^ 2 / ν ^ 2
      = (Z / ν * ((1 - x) / √(1 - x ^ 2))) ^ 2 := by
    rw [mul_pow, div_pow, div_pow, Real.sq_sqrt hq.le,
      show 1 - x ^ 2 = (1 - x) * (1 + x) by ring]
    field_simp
    ring
  unfold momentum
  rw [key, Real.sqrt_sq (mul_nonneg (div_pos hZ hν).le (div_nonneg hb.le (Real.sqrt_nonneg _)))]

/-- The radial action between the nucleus and the turning point is `π ν`. -/
theorem action_integral {Z ν : ℝ} (hZ : 0 < Z) (hν : 0 < ν) :
    ∫ r in (0 : ℝ)..turningPoint Z ν, momentum Z ν r = π * ν := by
  have ht : turningPoint Z ν = 2 * (ν ^ 2 / Z) := mul_div_assoc _ _ _
  rw [ht]
  refine (orbit_integral (f := momentum Z ν) (c := Z / ν) (σ := 1) (by positivity)
    (fun r => Real.sqrt_nonneg _) ?_).trans ?_
  · intro x h1 h2
    rw [one_mul]
    exact momentum_scaled hZ hν h1 h2
  · field_simp

/-- The classical transit time is `π ν³ / Z²`. -/
theorem transitTime_eq {Z ν : ℝ} (hZ : 0 < Z) (hν : 0 < ν) :
    transitTime Z ν = π * ν ^ 3 / Z ^ 2 := by
  have ht : turningPoint Z ν = 2 * (ν ^ 2 / Z) := mul_div_assoc _ _ _
  unfold transitTime
  rw [ht]
  refine (orbit_integral (f := fun r => 1 / momentum Z ν r) (c := ν / Z) (σ := -1)
    (by positivity) (fun r => one_div_nonneg.2 (Real.sqrt_nonneg _)) ?_).trans ?_
  · intro x h1 h2
    have hq : 0 < 1 - x ^ 2 := by nlinarith
    rw [show 1 - -1 * x = 1 + x by ring]
    -- the claimed reciprocal times the momentum is one
    refine (eq_one_div_of_mul_eq_one_right ?_).symm
    rw [momentum_scaled hZ hν h1 h2]
    calc Z / ν * ((1 - x) / √(1 - x ^ 2)) * (ν / Z * ((1 + x) / √(1 - x ^ 2)))
        = Z / ν * (ν / Z) * ((1 - x ^ 2) / √(1 - x ^ 2) ^ 2) := by ring
      _ = 1 := by
        rw [Real.sq_sqrt hq.le, div_self hq.ne']
        field_simp
  · field_simp

/-- The derivative of the level energy with respect to the effective quantum number is `π`
divided by the classical transit time. -/
theorem hasDerivAt_levelEnergy {Z ν : ℝ} (hZ : 0 < Z) (hν : 0 < ν) :
    HasDerivAt (levelEnergy Z) (π / transitTime Z ν) ν := by
  have hne : 2 * ν ^ 2 ≠ 0 := by positivity
  have h : HasDerivAt (fun y : ℝ => 2 * y ^ 2) (4 * ν) ν :=
    ((hasDerivAt_pow 2 ν).const_mul 2).congr_deriv (by norm_num; ring)
  rw [transitTime_eq hZ hν]
  exact ((hasDerivAt_const ν (-Z ^ 2)).fun_div h hne).congr_deriv (by field_simp; ring)

/-- A WKB radial function of amplitude `A / √p`, with the squared sine replaced by its mean
`1/2`, has unit norm exactly when `A²` is `2/π` times the derivative of the level energy. -/
theorem wkb_normalization {Z ν : ℝ} (hZ : 0 < Z) (hν : 0 < ν) (A : ℝ) :
    ∫ r in (0 : ℝ)..turningPoint Z ν, (A / √(momentum Z ν r)) ^ 2 / 2 = 1 ↔
      A ^ 2 = 2 / π * deriv (levelEnergy Z) ν := by
  have hT : 0 < transitTime Z ν := by
    rw [transitTime_eq hZ hν]; positivity
  have hI : ∫ r in (0 : ℝ)..turningPoint Z ν, (A / √(momentum Z ν r)) ^ 2 / 2
      = A ^ 2 / 2 * transitTime Z ν := by
    unfold transitTime
    rw [← intervalIntegral.integral_const_mul]
    refine intervalIntegral.integral_congr fun r _ => ?_
    have hp : 0 ≤ momentum Z ν r := Real.sqrt_nonneg _
    show (A / √(momentum Z ν r)) ^ 2 / 2 = A ^ 2 / 2 * (1 / momentum Z ν r)
    rw [div_pow, Real.sq_sqrt hp]
    ring
  have hc : 2 / π * (π / transitTime Z ν) = 2 / transitTime Z ν := by
    field_simp
  rw [hI, (hasDerivAt_levelEnergy hZ hν).deriv, hc, eq_div_iff hT.ne']
  constructor <;> intro h <;> linarith

/-- Along a Rydberg series with quantum defect `δ(n)`, the derivative of the energy with
respect to `n` is `(1 - δ'(n)) π / T`, with `T` the transit time at `ν = n - δ(n)`. -/
theorem rydberg_series_derivative {Z n δ' : ℝ} {δ : ℝ → ℝ} (hZ : 0 < Z)
    (hn : 0 < n - δ n) (hδ : HasDerivAt δ δ' n) :
    HasDerivAt (fun m => levelEnergy Z (m - δ m))
      ((1 - δ') * (π / transitTime Z (n - δ n))) n := by
  have hlin : HasDerivAt (fun m => m - δ m) (1 - δ') n := (hasDerivAt_id n).fun_sub hδ
  exact ((hasDerivAt_levelEnergy hZ hn).comp n hlin).congr_deriv (mul_comm _ _)

end

end FieldShiftWKB
```

```lean
#print axioms FieldShiftWKB.action_integral
-- 'FieldShiftWKB.action_integral' depends on axioms: [propext, Classical.choice, Quot.sound]
#print axioms FieldShiftWKB.transitTime_eq
-- 'FieldShiftWKB.transitTime_eq' depends on axioms: [propext, Classical.choice, Quot.sound]
#print axioms FieldShiftWKB.wkb_normalization
-- 'FieldShiftWKB.wkb_normalization' depends on axioms: [propext, Classical.choice, Quot.sound]
#print axioms FieldShiftWKB.rydberg_series_derivative
-- 'FieldShiftWKB.rydberg_series_derivative' depends on axioms: [propext, Classical.choice, Quot.sound]
```

## How the proof follows the calculation

**The antiderivative.** `orbitPhase σ` is the function arcsin x + σ√(1 − x²), and `hasDerivAt_orbitPhase` computes its derivative for −1 < x < 1. The strict inequalities keep 1 − x² away from zero, where the square root and the arcsine are not differentiable.

**One lemma for both integrals.** `orbit_integral` takes a nonnegative function f that equals c(1 − σx)/√(1 − x²) at r = s(1 + x), and shows that its integral from 0 to 2s is c s π. Instead of changing the integration variable, the proof differentiates

c s (arcsin x + σ√(1 − x²)), with x = r/s − 1,

as a function of r. The chain rule contributes a factor 1/s, which cancels the s in front and leaves f(r). This is the step `hderiv`.

Convergence is settled in `hint`: if a function is continuous on the closed interval and has a nonnegative derivative inside it, that derivative is integrable. The fundamental theorem of calculus then applies, in a version that asks for the derivative only in the open interval. The facts `v1` and `v0` give the endpoint values π/2 and −π/2.

**The momentum in the scaled coordinate.** `momentum_scaled` proves the formula for p in terms of x. Its intermediate statement `key` says that the expression under the root is the square of (Z/ν)(1 − x)/√(1 − x²), using the factorization 1 − x² = (1 − x)(1 + x). Because that quantity is nonnegative, the root of its square is the quantity itself.

**Action and transit time.** `action_integral` applies `orbit_integral` with c = Z/ν and σ = 1, and `field_simp` reduces the product c s π to πν. `transitTime_eq` uses c = ν/Z and σ = −1. It does not simplify the reciprocal of p directly: it multiplies p by the proposed expression for 1/p and shows that the product is 1, since the numerators combine to 1 − x² and so do the denominators.

**The energy derivative.** `hasDerivAt_levelEnergy` replaces T by πν³/Z² and differentiates −Z²/(2ν²) by the quotient rule. The final `field_simp; ring` checks that the result equals π/T.

**Normalization.** In `wkb_normalization`, the step `hI` rewrites the integrand as (A²/2)(1/p) and takes the constant outside, so the norm becomes A²T/2. The known derivative turns the right-hand side of the equivalence into A² = 2/T. Since T is positive, one can multiply by it, and both directions are then linear arithmetic.

**The series.** `rydberg_series_derivative` first differentiates m − δ(m) at m = n, which gives 1 − δ′. It then composes this with the energy derivative at ν = n − δ(n), as in the chain rule above.
